# The free energy of non-interacting finite quantum systems is additive

Let $A$ and $B$ be Hermitian Hamiltonians on finite, non-empty bases, and let $\beta>0$. With $F(H)=-\beta^{-1}\log\operatorname{tr}e^{-\beta H}$,

$$F(A\otimes 1+1\otimes B)=F(A)+F(B).$$

The same holds for any finite list of fragments without interaction, so $N$ copies of one fragment have free energy $N$ times that of one.

The physical situation is two molecules, far apart, at the same temperature $T$, with $\beta=1/(k_BT)$. Their total free energy should be the sum of the separate ones. In electronic structure theory this additivity over separated fragments is often called size consistency, while size extensivity also refers to scaling with size in interacting systems; only the non-interacting case is treated here. $F$ is the Helmholtz free energy, which chemistry texts often write as $A$; here $A$ is a Hamiltonian.

## Hamiltonians and free energies as matrices

The index types `m` and `n` label the basis states of the two subsystems. An operator is a complex square matrix in an orthonormal basis.

```lean
import Mathlib

open Matrix
open scoped Kronecker

namespace FreeEnergyExtensivity

noncomputable section

variable {m n : Type} [Fintype m] [DecidableEq m] [Fintype n] [DecidableEq n]
```

The thermal weight of a system with Hamiltonian $H$ is the Gibbs operator $e^{-\beta H}$. It is a matrix exponential, not an entrywise one, and it is not normalised: the thermal density matrix is $\rho=e^{-\beta H}/Z$, with $Z$ the partition function.

```lean
/-- The unnormalised Gibbs operator `exp(-βH)`. -/
def gibbs (β : ℝ) (H : Matrix n n ℂ) : Matrix n n ℂ :=
  NormedSpace.exp (((-β : ℝ) : ℂ) • H)
```

The partition function is $Z=\operatorname{tr}e^{-\beta H}$. A matrix trace is a complex number, whereas the logarithm below takes a real one, so the definition keeps the real part. For Hermitian $H$ nothing is lost, as `trace_gibbs_pos` will show.

```lean
/-- The partition function, the real part of `tr exp(-βH)`. -/
def partitionFunction (β : ℝ) (H : Matrix n n ℂ) : ℝ := (gibbs β H).trace.re
```

The free energy is then $F=-\log Z/\beta$.

```lean
/-- The free energy `F = -log Z / β`, for Hermitian `H` on a non-empty basis and `β ≠ 0`. -/
def freeEnergy (β : ℝ) (H : Matrix n n ℂ) : ℝ := -Real.log (partitionFunction β H) / β
```

Two subsystems together have basis states labelled by pairs $(i,k)$, and the Kronecker product has entries $(X\otimes Y)_{(i,k),(j,l)}=X_{ij}Y_{kl}$. Without interaction, each Hamiltonian acts on its own factor:

$$H_{AB}=A\otimes 1+1\otimes B.$$

Using this matrix for two real molecules is the physical step that the hypotheses don't supply: it neglects the residual interaction at finite distance, and it treats the fragments as distinguishable, with no exchange of electrons between them.

```lean
/-- The Hamiltonian `A ⊗ 1 + 1 ⊗ B` of two subsystems without interaction. -/
def composite (A : Matrix m m ℂ) (B : Matrix n n ℂ) : Matrix (m × n) (m × n) ℂ :=
  A ⊗ₖ (1 : Matrix n n ℂ) + (1 : Matrix m m ℂ) ⊗ₖ B
```

## The Gibbs operator factorises

Let $f$ be a continuous map between matrix algebras that preserves sums, products and the identity. Such a map also respects rational factors, so it can be applied term by term to the exponential series:

$$f(e^{X})=f\Big(\sum_{k\ge0}\frac{X^k}{k!}\Big)=\sum_{k\ge0}\frac{f(X)^k}{k!}=e^{f(X)}.$$

Mathlib proves this for complete normed algebras. Matrices carry no preferred norm there, so the proof chooses an operator norm locally and then applies `NormedSpace.map_exp`.

```lean
/-- A continuous ring homomorphism between matrix algebras commutes with the exponential. -/
theorem map_matrix_exp (f : Matrix m m ℂ →+* Matrix n n ℂ) (hf : Continuous f)
    (A : Matrix m m ℂ) : f (NormedSpace.exp A) = NormedSpace.exp (f A) := by
  have hc : CompleteSpace (Matrix m m ℂ) := inferInstanceAs (CompleteSpace (m → m → ℂ))
  let : NormedRing (Matrix m m ℂ) := Matrix.linftyOpNormedRing
  let : NormedAlgebra ℚ (Matrix m m ℂ) := Matrix.linftyOpNormedAlgebra
  let : NormedRing (Matrix n n ℂ) := Matrix.linftyOpNormedRing
  let : NormedAlgebra ℚ (Matrix n n ℂ) := Matrix.linftyOpNormedAlgebra
  -- completeness carries over to the uniform structure of the operator norm
  have : @CompleteSpace (Matrix m m ℂ) PseudoMetricSpace.toUniformSpace := hc
  exact NormedSpace.map_exp f hf A
```

Take $f(X)=X\otimes1$ and $g(Y)=1\otimes Y$. Both maps are of the required kind, and the rule $(X\otimes Y)(X'\otimes Y')=XX'\otimes YY'$ gives

$$f(X)\,g(Y)=X\otimes Y=g(Y)\,f(X).$$

Operators on different subsystems therefore commute, and the exponential of their sum splits:

$$e^{-\beta H_{AB}}=e^{f(-\beta A)+g(-\beta B)}=e^{f(-\beta A)}e^{g(-\beta B)}=f(e^{-\beta A})\,g(e^{-\beta B})=e^{-\beta A}\otimes e^{-\beta B}.$$

In the code, `hfg` and `hgf` are the two product formulas, `hsum` writes the exponent as a sum of embedded operators, and the last rewrite carries out the chain above. This step needs neither Hermiticity nor a sign for $\beta$.

```lean
/-- The Gibbs operator of two subsystems without interaction is the Kronecker product of
their Gibbs operators. -/
theorem gibbs_composite (β : ℝ) (A : Matrix m m ℂ) (B : Matrix n n ℂ) :
    gibbs β (composite A B) = gibbs β A ⊗ₖ gibbs β B := by
  -- the two embeddings of the subsystem algebras
  let f : Matrix m m ℂ →+* Matrix (m × n) (m × n) ℂ :=
    { toFun := fun X => X ⊗ₖ (1 : Matrix n n ℂ)
      map_one' := Matrix.one_kronecker_one
      map_mul' := fun X Y => by rw [← Matrix.mul_kronecker_mul, one_mul]
      map_zero' := Matrix.zero_kronecker _
      map_add' := fun X Y => Matrix.add_kronecker X Y _ }
  let g : Matrix n n ℂ →+* Matrix (m × n) (m × n) ℂ :=
    { toFun := fun X => (1 : Matrix m m ℂ) ⊗ₖ X
      map_one' := Matrix.one_kronecker_one
      map_mul' := fun X Y => by rw [← Matrix.mul_kronecker_mul, one_mul]
      map_zero' := Matrix.kronecker_zero _
      map_add' := fun X Y => Matrix.kronecker_add _ X Y }
  have hf : Continuous f := continuous_matrix fun i j =>
    (continuous_id.matrix_elem i.1 j.1).mul continuous_const
  have hg : Continuous g := continuous_matrix fun i j =>
    continuous_const.mul (continuous_id.matrix_elem i.2 j.2)
  have hfg : ∀ X Y, f X * g Y = X ⊗ₖ Y := fun X Y => by
    change (X ⊗ₖ (1 : Matrix n n ℂ)) * ((1 : Matrix m m ℂ) ⊗ₖ Y) = _
    rw [← Matrix.mul_kronecker_mul, one_mul, mul_one]
  have hgf : ∀ X Y, g Y * f X = X ⊗ₖ Y := fun X Y => by
    change ((1 : Matrix m m ℂ) ⊗ₖ Y) * (X ⊗ₖ (1 : Matrix n n ℂ)) = _
    rw [← Matrix.mul_kronecker_mul, one_mul, mul_one]
  have hsum : ((-β : ℝ) : ℂ) • composite A B
      = f (((-β : ℝ) : ℂ) • A) + g (((-β : ℝ) : ℂ) • B) := by
    change _ = (((-β : ℝ) : ℂ) • A) ⊗ₖ (1 : Matrix n n ℂ)
      + (1 : Matrix m m ℂ) ⊗ₖ (((-β : ℝ) : ℂ) • B)
    rw [composite, smul_add, Matrix.smul_kronecker, Matrix.kronecker_smul]
  -- operators on different subsystems commute, so the exponential splits
  unfold gibbs
  rw [hsum, Matrix.exp_add_of_commute _ _ ((hfg _ _).trans (hgf _ _).symm),
    ← map_matrix_exp f hf, ← map_matrix_exp g hg, hfg]
```

## The partition function is real and positive

Let $H$ be Hermitian and put $K=e^{-\beta H/2}$. Since $\beta$ is real, $K^\dagger=K$. Hence $e^{-\beta H}=K^2=K^\dagger K$, and

$$\operatorname{tr}e^{-\beta H}=\sum_i\sum_j\overline{K_{ji}}\,K_{ji}=\sum_i\sum_j|K_{ji}|^2.$$

No diagonalisation is needed. The matrix $K$ appears as `gibbs (β / 2) H`; `hK` states that it is Hermitian and `hsplit` that $e^{-\beta H}=K^\dagger K$.

```lean
/-- For Hermitian `H`, the trace of `exp(-βH)` is the sum of the squared moduli of the
entries of `exp(-βH/2)`. -/
theorem trace_gibbs_eq_sum (β : ℝ) {H : Matrix n n ℂ} (hH : H.IsHermitian) :
    (gibbs β H).trace = ((∑ i, ∑ j, ‖gibbs (β / 2) H j i‖ ^ 2 : ℝ) : ℂ) := by
  have hK : (gibbs (β / 2) H)ᴴ = gibbs (β / 2) H := by
    unfold gibbs
    rw [← Matrix.exp_conjTranspose, Matrix.conjTranspose_smul, hH.eq, Complex.star_def,
      Complex.conj_ofReal]
  have hsplit : gibbs β H = (gibbs (β / 2) H)ᴴ * gibbs (β / 2) H := by
    rw [hK]
    unfold gibbs
    rw [← Matrix.exp_add_of_commute _ _ (Commute.refl _), ← add_smul]
    congr 2
    push_cast
    ring
  rw [hsplit]
  simp only [Matrix.trace, Matrix.diag_apply, Matrix.mul_apply, Matrix.conjTranspose_apply]
  push_cast
  refine Finset.sum_congr rfl fun i _ => Finset.sum_congr rfl fun j _ => ?_
  rw [Complex.star_def, Complex.conj_mul']
```

The sum is real and non-negative. It is strictly positive because $K$ has inverse $e^{\beta H/2}$: on a non-empty basis an invertible matrix is not zero, so at least one entry contributes a positive term. The theorem states both that $Z>0$ and that the complex trace equals $Z$, which justifies keeping only the real part.

```lean
/-- For Hermitian `H` on a non-empty basis, `tr exp(-βH)` is a positive real number. -/
theorem trace_gibbs_pos [Nonempty n] (β : ℝ) {H : Matrix n n ℂ} (hH : H.IsHermitian) :
    0 < partitionFunction β H ∧ (gibbs β H).trace = (partitionFunction β H : ℂ) := by
  have ht := trace_gibbs_eq_sum β hH
  have hZ : partitionFunction β H = ∑ i, ∑ j, ‖gibbs (β / 2) H j i‖ ^ 2 := by
    rw [partitionFunction, ht, Complex.ofReal_re]
  refine ⟨?_, by rw [hZ, ht]⟩
  -- an exponential is invertible, hence has a non-zero entry
  have hne : gibbs (β / 2) H ≠ 0 := (Matrix.isUnit_exp _).ne_zero
  obtain ⟨j, i, hij⟩ : ∃ j i, gibbs (β / 2) H j i ≠ 0 := by
    by_contra hcon
    push Not at hcon
    exact hne (Matrix.ext hcon)
  rw [hZ]
  refine Finset.sum_pos' (fun _ _ => by positivity) ⟨i, Finset.mem_univ i, ?_⟩
  exact Finset.sum_pos' (fun _ _ => by positivity) ⟨j, Finset.mem_univ j, by positivity⟩
```

From $-\beta F=\log Z$ and $Z>0$, exponentiation gives

$$\operatorname{tr}e^{-\beta H}=e^{-\beta F(H)}.$$

```lean
/-- For Hermitian `H` on a non-empty basis and `β > 0`, the free energy satisfies
`tr exp(-βH) = exp(-βF)`. -/
theorem trace_gibbs_eq_exp [Nonempty n] {β : ℝ} (hβ : 0 < β) {H : Matrix n n ℂ}
    (hH : H.IsHermitian) :
    (gibbs β H).trace = (Real.exp (-β * freeEnergy β H) : ℂ) := by
  obtain ⟨hpos, htr⟩ := trace_gibbs_pos β hH
  have h : -β * freeEnergy β H = Real.log (partitionFunction β H) := by
    have := hβ.ne'
    unfold freeEnergy
    field_simp
  rw [h, Real.exp_log hpos, htr]
```

## Two fragments

The composite Hamiltonian is itself Hermitian, since

$$(A\otimes1+1\otimes B)^\dagger=A^\dagger\otimes1+1\otimes B^\dagger=A\otimes1+1\otimes B.$$

```lean
omit [Fintype m] [Fintype n] in
/-- The Hamiltonian of two subsystems without interaction is Hermitian if both parts are. -/
theorem composite_isHermitian {A : Matrix m m ℂ} {B : Matrix n n ℂ}
    (hA : A.IsHermitian) (hB : B.IsHermitian) : (composite A B).IsHermitian := by
  unfold composite Matrix.IsHermitian
  rw [Matrix.conjTranspose_add, Matrix.conjTranspose_kronecker,
    Matrix.conjTranspose_kronecker, hA.eq, hB.eq, Matrix.conjTranspose_one,
    Matrix.conjTranspose_one]
```

The trace of a Kronecker product is the product of the traces, because $\sum_{i,k}X_{ii}Y_{kk}=\big(\sum_iX_{ii}\big)\big(\sum_kY_{kk}\big)$. Writing $Z_A$, $Z_B$ and $Z_{AB}$ for the three partition functions, the factorised Gibbs operator gives $Z_{AB}=Z_AZ_B$. Both factors are positive, so the logarithm turns the product into a sum:

$$F(H_{AB})=-\frac{\log(Z_AZ_B)}{\beta}=-\frac{\log Z_A}{\beta}-\frac{\log Z_B}{\beta}=F(A)+F(B).$$

The theorem reads as follows. For every $\beta>0$ and all Hermitian `A` and `B` on non-empty finite bases, which may differ in size, the free energy of `composite A B` is the sum of the two free energies, and

$$\operatorname{tr}e^{-\beta H_{AB}}=e^{-\beta(F(A)+F(B))}.$$

The second equation holds between complex numbers, so it also says that the trace has no imaginary part. It is where $\beta\neq0$ matters: at $\beta=0$ Lean's convention for division by zero would make every free energy zero and the first equation empty, while the second would equate the number of basis states of the composite with $1$, which is false unless both bases have a single state.

In the proof, `hZ` is the product rule for partition functions and `hF` is the calculation with the logarithm.

```lean
/-- Additivity without interaction: for Hermitian `A`, `B` on non-empty bases and `β > 0`, the free
energy of `A ⊗ 1 + 1 ⊗ B` is `F(A) + F(B)`, and its Gibbs trace is `exp(-β(F(A) + F(B)))`. -/
theorem freeEnergy_composite [Nonempty m] [Nonempty n] {β : ℝ} (hβ : 0 < β)
    {A : Matrix m m ℂ} {B : Matrix n n ℂ} (hA : A.IsHermitian) (hB : B.IsHermitian) :
    freeEnergy β (composite A B) = freeEnergy β A + freeEnergy β B ∧
      (gibbs β (composite A B)).trace
        = (Real.exp (-β * (freeEnergy β A + freeEnergy β B)) : ℂ) := by
  obtain ⟨hpA, htA⟩ := trace_gibbs_pos β hA
  obtain ⟨hpB, htB⟩ := trace_gibbs_pos β hB
  -- partition functions multiply
  have hZ : partitionFunction β (composite A B)
      = partitionFunction β A * partitionFunction β B := by
    rw [partitionFunction, gibbs_composite, Matrix.trace_kronecker, htA, htB,
      ← Complex.ofReal_mul, Complex.ofReal_re]
  have hF : freeEnergy β (composite A B) = freeEnergy β A + freeEnergy β B := by
    unfold freeEnergy
    rw [hZ, Real.log_mul hpA.ne' hpB.ne']
    ring
  exact ⟨hF, by rw [trace_gibbs_eq_exp hβ (composite_isHermitian hA hB), hF]⟩
```

## Many fragments

For more than two subsystems, each one is recorded as a `Fragment`: a finite non-empty basis, a Hamiltonian `ham`, and a proof `herm` that it is Hermitian. Different fragments may have different dimensions.

```lean
/-- A fragment: a finite non-empty basis with a Hermitian Hamiltonian. -/
structure Fragment where
  basis : Type
  [fin : Fintype basis]
  [dec : DecidableEq basis]
  [ne : Nonempty basis]
  ham : Matrix basis basis ℂ
  herm : ham.IsHermitian

attribute [instance] Fragment.fin Fragment.dec Fragment.ne
```

Fragments with Hamiltonians $H_1,\dots,H_N$ are joined one at a time. The assembled Hamiltonian is

$$H_{1\ldots N}=H_1\otimes1+1\otimes H_{2\ldots N},$$

and the recursion ends with a single state of energy zero. That last factor has dimension one and changes no physical quantity.

```lean
/-- The fragments of a list put together without interaction; the empty list gives a single
state of energy zero. -/
def assemble : List Fragment → Fragment
  | [] => { basis := Unit, ham := 0, herm := Matrix.isHermitian_zero }
  | S :: L =>
    { basis := S.basis × (assemble L).basis
      ham := composite S.ham (assemble L).ham
      herm := composite_isHermitian S.herm (assemble L).herm }
```

The additivity law follows by induction on the list. For the empty list, $Z=e^0=1$ and $F=0$. Adding a fragment uses the result for two subsystems:

$$F(H_{1\ldots N})=F(H_1)+F(H_{2\ldots N})=\sum_{i=1}^{N}F(H_i).$$

The cases `nil` and `cons` are these two steps. The trace formula then follows from $\operatorname{tr}e^{-\beta H}=e^{-\beta F}$, applied to the whole assembly.

```lean
/-- For `β > 0`, the free energy of finitely many fragments without interaction is the sum of
their free energies `F_i`, and the Gibbs trace is `exp(-β ∑ F_i)`. -/
theorem freeEnergy_assemble {β : ℝ} (hβ : 0 < β) (L : List Fragment) :
    freeEnergy β (assemble L).ham = (L.map fun S => freeEnergy β S.ham).sum ∧
      (gibbs β (assemble L).ham).trace
        = (Real.exp (-β * (L.map fun S => freeEnergy β S.ham).sum) : ℂ) := by
  have hF : freeEnergy β (assemble L).ham = (L.map fun S => freeEnergy β S.ham).sum := by
    induction L with
    | nil =>
      change freeEnergy β (0 : Matrix Unit Unit ℂ) = 0
      simp [freeEnergy, partitionFunction, gibbs, NormedSpace.exp_zero]
    | cons S L ih =>
      rw [List.map_cons, List.sum_cons, ← ih]
      exact (freeEnergy_composite hβ S.herm (assemble L).herm).1
  exact ⟨hF, by rw [trace_gibbs_eq_exp hβ (assemble L).herm, hF]⟩
```

If all $N$ fragments have the same Hamiltonian $H$, the sum has $N$ equal terms and $F(H_{1\ldots N})=N\,F(H)$. This includes $N=0$. The copies are identical in their Hamiltonians but remain distinguishable, as molecules at fixed separate positions are; no symmetrisation and no factor $1/N!$ enters.

```lean
/-- For `β > 0`, `N` identical fragments without interaction have `N` times the free energy
of one fragment. -/
theorem freeEnergy_copies {β : ℝ} (hβ : 0 < β) (N : ℕ) (S : Fragment) :
    freeEnergy β (assemble (List.replicate N S)).ham = N * freeEnergy β S.ham := by
  rw [(freeEnergy_assemble hβ _).1, List.map_replicate, List.sum_replicate, nsmul_eq_mul]

end

end FreeEnergyExtensivity
```

```lean
#print axioms FreeEnergyExtensivity.freeEnergy_composite
-- 'FreeEnergyExtensivity.freeEnergy_composite' depends on axioms: [propext, Classical.choice, Quot.sound]
#print axioms FreeEnergyExtensivity.freeEnergy_copies
-- 'FreeEnergyExtensivity.freeEnergy_copies' depends on axioms: [propext, Classical.choice, Quot.sound]
```

## Low temperature and the ground-state energy

Let $H$ have $d$ basis states and lowest eigenvalue $E_0$. The partition function contains the term $e^{-\beta E_0}$, and none of its $d$ terms is larger, so $e^{-\beta E_0}\le Z\le d\,e^{-\beta E_0}$ and

$$E_0-\frac{\log d}{\beta}\le F(H)\le E_0.$$

As $\beta\to\infty$, $F$ tends to $E_0$, and additivity of free energies becomes additivity of ground-state energies. For $d=1$ the two bounds coincide and $F=E_0$ at every temperature. This estimate is an addition in prose, with no Lean proof behind it.

For finite-temperature electronic structure with a fixed number of electrons on each fragment, the theorems give the exact behaviour, for non-interacting fragments in finite bases, against which the size consistency of an approximate free energy can be judged. The ground-state limit is the corresponding requirement on methods such as coupled cluster. A canonical calculation that fixes only the total number of electrons is a different case: its trace also includes any states of the basis with electrons moved from one fragment to the other, and these lower the exact free energy below the sum $F(A)+F(B)$.
